# No single k-point removes both the first and the second shell of the triangular lattice

Suppose a band on a triangular lattice has equal Fourier coefficients within each shell of neighbours, and its Brillouin-zone average is estimated from its value at one k-point, chosen so that the nearest-neighbour term drops out. Many points do this, and one may hope that some of them also remove the second-neighbour term, so that the error starts only at the third shell. If both terms are present in the band, no such point exists. Wherever the first-shell sum of cosines vanishes, the second-shell sum, with one cosine per pair of opposite neighbours, is strictly negative, and its size lies between about 0.80 and 1.5.

## The two shells in terms of two phases

Let a₁ and a₂ be primitive lattice vectors of equal length at 120 degrees, and let a = k·a₁ and b = k·a₂. These are dimensionless phases, not lattice constants. The six nearest neighbours of the origin are ±a₁, ±a₂, ±(a₁+a₂). The six second neighbours are ±(a₁−a₂), ±(2a₁+a₂), ±(a₁+2a₂). Taking one cosine per pair gives the star functions

A₁ = cos a + cos b + cos(a+b)
A₂ = cos(a−b) + cos(2a+b) + cos(a+2b)

Each is half the sum of exp(ik·R) over its six vectors R. The claim is that A₁ = 0 implies

−3/2 ≤ A₂ ≤ 3√3 − 6 ≈ −0.804

and that both bounds are attained.

## The lower bound from a squared modulus

Put u = exp(ia), v = exp(ib), w = exp(−i(a+b)), so that uvw = 1, and let z = u + v + w. The real part of z is A₁, and its imaginary part is Y = sin a + sin b − sin(a+b). In |z|² the diagonal terms give 3 and the cross terms give 2cos(a−b), 2cos(2a+b) and 2cos(a+2b). Hence

3 + 2A₂ = |z|² = A₁² + Y²

The right side is not negative, so A₂ ≥ −3/2.

## The upper bound from a discriminant

Since u, v, w have modulus 1 and product 1, uv + vw + wu is the complex conjugate z* of z. The three phase factors are therefore the roots of

t³ − z t² + z* t − 1 = 0

The standard formula for the discriminant of a cubic gives

[(u−v)(v−w)(w−u)]² = |z|⁴ − 4(z³ + z*³) + 18|z|² − 27

Multiplying out the product on the left and using uvw = 1 gives

(u−v)(v−w)(w−u) = u/v − v/u + v/w − w/v + w/u − u/w = 2iS
S = sin(a−b) + sin(a+2b) − sin(2a+b)

so the left side is −4S². On the right, |z|² = 3 + 2A₂, and with Y² = 3 + 2A₂ − A₁²,

z³ + z*³ = 2(A₁³ − 3A₁Y²) = 8A₁³ − 18A₁ − 12A₁A₂

Inserting both and dividing by −4 yields

S² = 8A₁³ − 18A₁ − 12A₁A₂ − A₂² − 12A₂ − 9

At A₁ = 0 this becomes S² = 27 − (A₂+6)². Since S is real, (A₂+6)² ≤ 27, and so A₂ ≤ 3√3 − 6. This is negative because √3 < 2.

## Points that reach the bounds

On the diagonal a = b, write c = cos a. Then A₁ = 2c² + 2c − 1, which vanishes at c = (√3−1)/2. There c² = 1/2 − c and c³ = 3c/2 − 1/2, so

A₂ = 1 + 2cos 3a = 1 + 8c³ − 6c = 6c − 3 = 3√3 − 6

At a = 0, b = 2π/3 the first shell is 1 − 1/2 − 1/2 = 0, and the second is three times −1/2, which is −3/2.

## The error of one-point sampling

Take a band f₀ + f₁A₁ + f₂A₂ with real coefficients. One coefficient per shell means that all six neighbours in a shell enter with equal weight. Its integral over b from 0 to 2π, at fixed a, follows from the antiderivative

f₀b + f₁(b cos a + sin b + sin(a+b)) + f₂(sin(2a+b) − sin(a−b) + ½ sin(a+2b))

All sines that contain b return to their initial values, which leaves 2π(f₀ + f₁cos a). An antiderivative of this in a is 2π(f₀a + f₁sin a), so the double integral is (2π)²f₀ and the average is f₀. At a zero of A₁ the sampled value is f₀ + f₂A₂, and the error f₂A₂ satisfies

(6 − 3√3)|f₂| ≤ |error| ≤ (3/2)|f₂|

For a numerical instance, take a = π/2 and b = π/4. Then A₁ = 0 + √2/2 − √2/2 = 0 and A₂ = √2/2 − √2/2 − 1 = −1. With f₀ = 0, f₁ = −2 and f₂ = 0.2 in some energy unit, the sampled value is −0.2 and the true average is 0. The error is −0.2, and its size 0.2 lies between the bounds 0.161 and 0.3.

The condition A₁ = 0 does real work. At a = b = 2π/9 the second shell is 1 + 2cos(2π/3) = 0, while A₁ = 2cos(2π/9) + cos(4π/9) ≈ 1.71. Without any condition on the first shell, strict negativity is therefore false. The example does not show that A₁ must vanish exactly.

For electronic structure, this limits estimates of the average energy of a completely filled band from a single k-point with A₁ = 0, when the Fourier series stops at the second shell and has equal coefficients within each shell. Such a band does equal its average at some k-point, because it is continuous, but if f₁ and f₂ are both nonzero, that point has A₁ ≠ 0 and depends on the ratio f₁/f₂. With unequal coefficients both terms can vanish together, as in cos a + cos(2a+b) at a = π/2, b = −π/2. A real band has further shells, and passing to it requires control of their contributions at the sampled point, which can enlarge, reduce or cancel the error found here.

## Shells, band and zone average in Lean

```lean
import Mathlib

open Real

namespace TriangularMeanValuePoint

noncomputable section
```

The phases are arbitrary real numbers. Because a₁ and a₂ are linearly independent, every pair of phases belongs to some k in the plane, so nothing is lost by leaving out the vectors. The 120-degree geometry enters only through the choice of cosines. `firstShell` is A₁ and `secondShell` is A₂.

```lean
/-- First-shell star function of the triangular lattice, in the phases `a = k·a₁`, `b = k·a₂`
of two primitive vectors at 120 degrees. -/
def firstShell (a b : ℝ) : ℝ := cos a + cos b + cos (a + b)

/-- Second-shell star function of the triangular lattice, in the same two phases. -/
def secondShell (a b : ℝ) : ℝ := cos (a - b) + cos (2 * a + b) + cos (a + 2 * b)
```

In `band`, the coefficients multiply these half-sums, so `f₁` and `f₂` are twice the coefficients of the individual plane waves. For a nearest-neighbour hopping amplitude −t, this means f₁ = −2t.

```lean
/-- A band made of a constant and the first two shells only, with one coefficient for each shell's
star function. -/
def band (f₀ f₁ f₂ a b : ℝ) : ℝ := f₀ + f₁ * firstShell a b + f₂ * secondShell a b
```

The zone average is a double integral over one period of each phase, divided by the area (2π)². The map from k to the phases is linear, so for a band, which has period 2π in each phase, this equals the uniform average over the Brillouin zone. There is no occupation factor.

```lean
/-- The double integral of `f` over `[0, 2π]` in each phase, divided by `(2π)²`. For a continuous
`f` with period `2π` in both phases, this is its average over the Brillouin zone. -/
def zoneAverage (f : ℝ → ℝ → ℝ) : ℝ :=
  (∫ a in (0 : ℝ)..(2 * π), ∫ b in (0 : ℝ)..(2 * π), f a b) / (2 * π) ^ 2
```

## The two trigonometric identities

The first identity is 3 + 2A₂ = A₁² + Y², for all real phases. Lean uses no complex numbers here: the addition formulas turn both sides into polynomials in the sines and cosines of a and b, squared sines are replaced through sin² = 1 − cos², and `ring` confirms that the two sides agree.

```lean
/-- The second shell is fixed by the squared modulus of a sum of three phase factors,
whose real part is the first shell. -/
theorem secondShell_eq_normSq (a b : ℝ) :
    3 + 2 * secondShell a b = firstShell a b ^ 2 + (sin a + sin b - sin (a + b)) ^ 2 := by
  have ha2 : sin a ^ 2 = 1 - cos a ^ 2 := sin_sq a
  have hb2 : sin b ^ 2 = 1 - cos b ^ 2 := sin_sq b
  simp only [firstShell, secondShell, cos_add, cos_sub, sin_add, cos_two_mul, sin_two_mul]
  ring_nf
  simp only [ha2, hb2]
  ring
```

The second identity is the formula for S², again without any condition on the phases. The cubic and its discriminant supplied the formula by hand, whereas the proof checks it by direct expansion. Cubes of sines now occur as well, so `ha3` and `hb3` reduce them to a single sine times a polynomial in the cosine.

```lean
/-- A polynomial relation between the two shells: the combination on the right is the square
of a real sum of sines. -/
theorem shell_discriminant (a b : ℝ) :
    (sin (a - b) + sin (a + 2 * b) - sin (2 * a + b)) ^ 2 =
      8 * firstShell a b ^ 3 - 18 * firstShell a b - 12 * firstShell a b * secondShell a b
        - secondShell a b ^ 2 - 12 * secondShell a b - 9 := by
  -- even powers of the sines are eliminated in favour of cosines
  have ha2 : sin a ^ 2 = 1 - cos a ^ 2 := sin_sq a
  have hb2 : sin b ^ 2 = 1 - cos b ^ 2 := sin_sq b
  have ha3 : sin a ^ 3 = sin a * (1 - cos a ^ 2) := by rw [← ha2]; ring
  have hb3 : sin b ^ 3 = sin b * (1 - cos b ^ 2) := by rw [← hb2]; ring
  simp only [firstShell, secondShell, cos_add, cos_sub, sin_add, sin_sub, cos_two_mul,
    sin_two_mul]
  ring_nf
  simp only [ha2, hb2, ha3, hb3]
  ring
```

## Bounds at the zeros of the first shell

The hypothesis `h` says that A₁ = 0 at the chosen phases, and the conclusion is the pair of bounds on A₂. After `h` is inserted into both identities, the lower bound follows from Y² ≥ 0, and `h3` is the inequality (A₂+6)² ≤ 27. To take the root, the proof supposes that the upper bound fails, so that p = A₂ + 6 − 3√3 is positive. Then (A₂+6)² = p² + 6√3 p + 27 exceeds 27, a contradiction.

```lean
/-- Wherever the first shell vanishes, the second shell lies between `-3/2` and `3√3 - 6`. -/
theorem secondShell_bounds {a b : ℝ} (h : firstShell a b = 0) :
    -(3 / 2) ≤ secondShell a b ∧ secondShell a b ≤ 3 * √3 - 6 := by
  have h1 := secondShell_eq_normSq a b
  have h2 := shell_discriminant a b
  rw [h] at h1 h2
  constructor
  · nlinarith [sq_nonneg (sin a + sin b - sin (a + b))]
  · -- the discriminant gives (A₂ + 6)² ≤ 27
    have h3 : (secondShell a b + 6) ^ 2 ≤ 27 := by
      nlinarith [sq_nonneg (sin (a - b) + sin (a + 2 * b) - sin (2 * a + b))]
    have hs : √3 ^ 2 = (3 : ℝ) := sq_sqrt (by norm_num)
    by_contra hc
    have hp : 0 < secondShell a b + 6 - 3 * √3 := by linarith [not_le.mp hc]
    nlinarith [mul_pos hp hp, mul_nonneg (sqrt_nonneg (3 : ℝ)) hp.le]
```

Strict negativity needs only √3 < 2 in addition. It implies that the two star functions have no common zero.

```lean
/-- At every k-point where the first-shell star function vanishes, the second-shell star
function is strictly negative. -/
theorem secondShell_neg {a b : ℝ} (h : firstShell a b = 0) : secondShell a b < 0 := by
  have hs : √3 < (2 : ℝ) := by
    rw [Real.sqrt_lt' (by norm_num)]
    norm_num
  linarith [(secondShell_bounds h).2]
```

The next two theorems concern the set of all values that A₂ takes at zeros of A₁. `IsGreatest` requires that the number belongs to the set and that no member exceeds it. Membership is shown at the diagonal point, whose angle is written as an `arccos`. The proof first checks that its argument lies between −1 and 1, then uses the double- and triple-angle formulas with (√3)² = 3.

```lean
/-- Among the k-points where the first shell vanishes, the greatest value of the second shell
is `3√3 - 6`. -/
theorem secondShell_isGreatest :
    IsGreatest {s | ∃ a b, firstShell a b = 0 ∧ secondShell a b = s} (3 * √3 - 6) := by
  constructor
  · -- attained on the diagonal a = b
    have hs : √3 ^ 2 = (3 : ℝ) := sq_sqrt (by norm_num)
    have h0 : 0 ≤ √3 := sqrt_nonneg (3 : ℝ)
    have hc : cos (arccos ((√3 - 1) / 2)) = (√3 - 1) / 2 :=
      cos_arccos (by linarith) (by nlinarith)
    refine ⟨arccos ((√3 - 1) / 2), arccos ((√3 - 1) / 2), ?_, ?_⟩
    · rw [firstShell, ← two_mul (arccos _), cos_two_mul, hc]
      linear_combination hs / 2
    · generalize arccos ((√3 - 1) / 2) = t at hc ⊢
      rw [secondShell, sub_self, cos_zero, show 2 * t + t = 3 * t by ring,
        show t + 2 * t = 3 * t by ring, cos_three_mul, hc]
      linear_combination (√3 - 3) * hs
  · rintro s ⟨a, b, h, rfl⟩
    exact (secondShell_bounds h).2
```

`IsLeast` is the corresponding statement for the minimum, with the point a = 0, b = 2π/3 as witness. In both theorems the bound itself comes from `secondShell_bounds`.

```lean
/-- Among the k-points where the first shell vanishes, the least value of the second shell
is `-3/2`. -/
theorem secondShell_isLeast :
    IsLeast {s | ∃ a b, firstShell a b = 0 ∧ secondShell a b = s} (-(3 / 2)) := by
  constructor
  · have hc : cos (2 * π / 3) = -(1 / 2) := by
      rw [show 2 * π / 3 = π - π / 3 by ring, cos_pi_sub, cos_pi_div_three]
    refine ⟨0, 2 * π / 3, ?_, ?_⟩
    · rw [firstShell, zero_add, cos_zero, hc]
      norm_num
    · rw [secondShell, zero_sub, cos_neg, mul_zero, zero_add, zero_add, cos_two_mul, hc]
      norm_num
  · rintro s ⟨a, b, h, rfl⟩
    exact (secondShell_bounds h).1
```

## The average and the sampling error

`zoneAverage_band` states that the average is `f₀` for every choice of the three real coefficients. `inner_int` performs the integral over b and `outer_int` the integral over a. In each, `hd` verifies by differentiation the antiderivative given above, and continuity of the integrand permits the fundamental theorem of calculus. Periodicity of the sine then removes the oscillating terms.

```lean
/-- The Brillouin-zone average of a two-shell band is its constant Fourier coefficient. -/
theorem zoneAverage_band (f₀ f₁ f₂ : ℝ) : zoneAverage (band f₀ f₁ f₂) = f₀ := by
  -- integrate over b at fixed a
  have inner_int : ∀ a : ℝ, ∫ b in (0 : ℝ)..(2 * π), band f₀ f₁ f₂ a b
      = 2 * π * (f₀ + f₁ * cos a) := by
    intro a
    have hd : ∀ b : ℝ, HasDerivAt (fun x : ℝ => f₀ * x + f₁ * (x * cos a + sin x + sin (a + x))
        + f₂ * (sin (2 * a + x) - sin (a - x) + sin (a + 2 * x) / 2))
        (band f₀ f₁ f₂ a b) b := by
      intro b
      have h1 := hasDerivAt_id' b
      have h2 := (h1.const_add a).sin
      have h3 := (h1.const_add (2 * a)).sin
      have h4 := (h1.const_sub a).sin
      have h5 := ((h1.const_mul 2).const_add a).sin
      refine HasDerivAt.congr_deriv (((h1.const_mul f₀).fun_add
        ((((h1.mul_const (cos a)).fun_add (hasDerivAt_sin b)).fun_add h2).const_mul f₁)).fun_add
        (((h3.fun_sub h4).fun_add (h5.div_const 2)).const_mul f₂)) ?_
      simp only [band, firstShell, secondShell]
      ring
    have hcont : Continuous (fun b => band f₀ f₁ f₂ a b) := by
      unfold band firstShell secondShell
      fun_prop
    have e : sin (a + 2 * (2 * π)) = sin a := by
      rw [show a + 2 * (2 * π) = a + 2 * π + 2 * π by ring, sin_add_two_pi, sin_add_two_pi]
    rw [intervalIntegral.integral_eq_sub_of_hasDerivAt (fun b _ => hd b)
      (hcont.intervalIntegrable _ _)]
    simp only [e, sin_add_two_pi, sin_sub_two_pi, sin_two_pi, sin_zero, mul_zero, add_zero,
      sub_zero]
    ring
  -- integrate over a
  have outer_int : ∫ a in (0 : ℝ)..(2 * π), 2 * π * (f₀ + f₁ * cos a) = (2 * π) ^ 2 * f₀ := by
    have hd : ∀ a : ℝ, HasDerivAt (fun x : ℝ => 2 * π * (f₀ * x + f₁ * sin x))
        (2 * π * (f₀ + f₁ * cos a)) a := by
      intro a
      refine HasDerivAt.congr_deriv ((((hasDerivAt_id' a).const_mul f₀).fun_add
        ((hasDerivAt_sin a).const_mul f₁)).const_mul (2 * π)) ?_
      ring
    have hcont : Continuous (fun a : ℝ => 2 * π * (f₀ + f₁ * cos a)) := by fun_prop
    rw [intervalIntegral.integral_eq_sub_of_hasDerivAt (fun a _ => hd a)
      (hcont.intervalIntegrable _ _)]
    simp only [sin_two_pi, sin_zero]
    ring
  have hpi : (2 * π) ^ 2 ≠ 0 := by positivity
  simp only [zoneAverage, inner_int]
  rw [outer_int, mul_div_cancel_left₀ _ hpi]
```

The last theorem takes any two-shell band and any phases with A₁ = 0, and bounds the distance between the sampled value and the average from both sides. The step `he` reduces the error to A₂f₂. Since A₂ is negative, its absolute value is −A₂, and multiplying the bounds on −A₂ by |f₂| gives the result. If f₂ = 0, both bounds and the error are zero; for any other f₂ the error is nonzero.

```lean
/-- Sampling a two-shell band at one k-point where the first shell vanishes misses the zone
average by at least `(6 - 3√3)|f₂|` and at most `(3/2)|f₂|`. -/
theorem onePoint_error (f₀ f₁ f₂ : ℝ) {a b : ℝ} (h : firstShell a b = 0) :
    (6 - 3 * √3) * |f₂| ≤ |band f₀ f₁ f₂ a b - zoneAverage (band f₀ f₁ f₂)| ∧
      |band f₀ f₁ f₂ a b - zoneAverage (band f₀ f₁ f₂)| ≤ 3 / 2 * |f₂| := by
  obtain ⟨hl, hu⟩ := secondShell_bounds h
  -- only the second-shell term survives in the error
  have he : band f₀ f₁ f₂ a b - zoneAverage (band f₀ f₁ f₂) = secondShell a b * f₂ := by
    rw [zoneAverage_band, band, h]
    ring
  rw [he, abs_mul, abs_of_neg (secondShell_neg h)]
  exact ⟨mul_le_mul_of_nonneg_right (by linarith) (abs_nonneg f₂),
    mul_le_mul_of_nonneg_right (by linarith) (abs_nonneg f₂)⟩

end

end TriangularMeanValuePoint
```

```lean
#print axioms TriangularMeanValuePoint.secondShell_isGreatest
#print axioms TriangularMeanValuePoint.secondShell_isLeast
#print axioms TriangularMeanValuePoint.onePoint_error
```

```
'TriangularMeanValuePoint.secondShell_isGreatest' depends on axioms: [propext, Classical.choice, Quot.sound]
'TriangularMeanValuePoint.secondShell_isLeast' depends on axioms: [propext, Classical.choice, Quot.sound]
'TriangularMeanValuePoint.onePoint_error' depends on axioms: [propext, Classical.choice, Quot.sound]
```
